# Expansion of a polynomial in powers of T_k and its Paterson–Stockmeyer evaluation at a matrix

In a Chebyshev Fermi-operator expansion for non-interacting electrons in a finite orthonormal basis, the one-particle density matrix is approximated by p(H), where H is the one-particle Hamiltonian matrix, shifted and scaled so that its spectrum lies in [−1, 1], and p = Σ_n a_n T_n is a real polynomial with coefficients a_n in the Chebyshev polynomials T_n. Generating T_2(H), …, T_d(H) one after another takes d − 1 matrix products for degree d ≥ 1. For a polynomial in the monomial basis one can, at large enough degree, save products by choosing a block length k and grouping terms with x^(jk+i) = x^i (x^k)^j. Carried over to the Chebyshev basis, this grouping in general gives a wrong matrix, because T_(jk+i) need not equal T_i T_k^j. With k = 2,

T_1 T_2 = 2x³ − x,  T_3 = 4x³ − 3x = −T_1 + 2 T_1 · T_2.

The coefficients a_n therefore cannot simply be rearranged into a table. New coefficients are needed. It is shown below that, for k ≥ 1, they exist for every p once enough powers of T_k are admitted, and that one choice serves every H. Uniqueness is proved for the polynomial of degree below k that multiplies each power of T_k; it is not stated for the table of numbers.

```lean
import Mathlib

open Polynomial

namespace ChebyshevPatersonStockmeyer

noncomputable section
```

## The objects

The polynomials T_n are fixed by T_0 = 1, T_1 = x and

T_(n+2) = 2x T_(n+1) − T_n.

In Lean `ℝ[X]` is the ring of real polynomials with variable `X`, and `cheb n` is Mathlib's T_n, whose integer index is restricted to a natural number n.

```lean
/-- The Chebyshev polynomial of the first kind `T_n` with real coefficients. -/
def cheb (n : ℕ) : ℝ[X] := Chebyshev.T ℝ (n : ℤ)
```

A program that holds a matrix H runs the same recursion with H in place of x. This is `chebOp H n`, defined for an element H of any ring and, at this point, with no reference to polynomials.

```lean
/-- The operators generated from `H` by the three-term recursion
`T_0 = 1`, `T_1 = H`, `T_{n+2} = 2 H T_{n+1} - T_n`. -/
def chebOp {A : Type*} [Ring A] (H : A) : ℕ → A
  | 0 => 1
  | 1 => H
  | n + 2 => 2 * H * chebOp H (n + 1) - chebOp H n
```

For an element Y and m coefficients c_0, …, c_(m−1), the Horner recursion is the nested expression

c_0 + (c_1 + (c_2 + ⋯ + c_(m−1) Y) ⋯ Y) Y.

The coefficients are a function on `Fin m`, the indices 0, …, m − 1, and `fun j => c j.succ` is the list with c_0 removed. The recursion is 0 for m = 0, and Y always multiplies from the right.

```lean
/-- Horner recursion in `Y` with `m` coefficients: `c_0 + (c_1 + (c_2 + ⋯) Y) Y`. -/
def horner {A : Type*} [Semiring A] (Y : A) : (m : ℕ) → (Fin m → A) → A
  | 0, _ => 0
  | m + 1, c => c 0 + horner Y m (fun j => c j.succ) * Y
```

## Horner recursion and the power sum

The nested expression equals Σ_(j<m) c_j Y^j. If this holds for m coefficients, then for m + 1

c_0 + (Σ_(j<m) c_(j+1) Y^j) Y = c_0 Y^0 + Σ_(j<m) c_(j+1) Y^(j+1).

Only distributivity, associativity and Y^(j+1) = Y^j Y are used, so the c_j need not commute with Y, and the same lemma serves polynomials and matrices. In the proof `Fin.sum_univ_succ` splits off the term j = 0 and `Finset.sum_mul` moves Y inside the sum.

```lean
/-- The Horner recursion evaluates `∑_j c_j Y^j`, in any semiring. -/
theorem horner_eq_sum {A : Type*} [Semiring A] (Y : A) (m : ℕ) :
    ∀ c : Fin m → A, horner Y m c = ∑ j : Fin m, c j * Y ^ (j : ℕ) := by
  induction m with
  | zero => intro c; simp [horner]
  | succ m ih =>
    intro c
    rw [horner, ih, Fin.sum_univ_succ, Finset.sum_mul]
    simp [pow_succ, mul_assoc]
```

## Digits in base g

Let g be a polynomial of degree k over a field K. The expansion in powers of g works like the expansion of an integer in a base, with polynomials of degree below k as digits. Mathlib's `degree` takes values in `WithBot ℕ`, the natural numbers with an added bottom element −∞, and deg 0 = −∞. A degree below 0 thus means that the polynomial is zero.

The tool for all three digit lemmas is a shift of degree bounds. For a polynomial a ≠ 0, deg(a g) = deg a + k, hence for every natural number n

deg(a g) < n + k  ⇔  deg a < n.

For a = 0 both degrees are −∞ and both inequalities hold, which is the first branch of the proof.

```lean
variable {K : Type*} [Field K] {g : K[X]} {k : ℕ}

/-- For `g` of degree `k`, the product `a g` has degree below `n + k` exactly when `a` has
degree below `n`. -/
theorem degree_mul_lt_iff (hg : g.degree = (k : ℕ)) (a : K[X]) (n : ℕ) :
    (a * g).degree < ((n + k : ℕ) : WithBot ℕ) ↔ a.degree < (n : ℕ) := by
  by_cases ha : a = 0
  · subst ha
    rw [zero_mul, degree_zero]
    exact ⟨fun _ => WithBot.bot_lt_coe n, fun _ => WithBot.bot_lt_coe (n + k)⟩
  · rw [degree_mul, hg, degree_eq_natDegree ha, ← Nat.cast_add]
    rw [Nat.cast_lt, Nat.cast_lt]
    omega
```

Existence follows by induction on m. For m = 0, deg p < 0 gives p = 0, the empty recursion. For deg p < k(m + 1) = km + k, divide by g, which is nonzero since its degree is not −∞:

p = r + s g,  deg r < k.

Then s g = p − r has degree below km + k, so deg s < km by the shift lemma. The induction hypothesis expands s in m digits, and putting r in front of them expands p in m + 1 digits. In the code r is `p % g` and s is `p / g`; `hr` bounds the remainder, `hd` is s g = p − r, `hlt` bounds its degree, and `Fin.cons` prepends the digit.

```lean
/-- For `g` of degree `k`, every polynomial of degree below `k m` is a Horner recursion in `g`
with `m` coefficient polynomials of degree below `k`. -/
theorem exists_digits (hg : g.degree = (k : ℕ)) (m : ℕ) :
    ∀ p : K[X], p.degree < ((k * m : ℕ) : WithBot ℕ) →
      ∃ q : Fin m → K[X], (∀ j, (q j).degree < (k : ℕ)) ∧ p = horner g m q := by
  have hg0 : g ≠ 0 := by
    rintro rfl
    rw [degree_zero] at hg
    exact (WithBot.bot_lt_coe k).ne hg
  induction m with
  | zero =>
    intro p hp
    refine ⟨fun j => j.elim0, fun j => j.elim0, ?_⟩
    show p = 0
    by_contra h
    rw [degree_eq_natDegree h] at hp
    have : p.natDegree < k * 0 := by exact_mod_cast hp
    omega
  | succ m ih =>
    intro p hp
    have e : k * (m + 1) = k * m + k := by ring
    rw [e] at hp
    -- divide by `g`: the remainder is the lowest digit, the quotient is expanded further
    have hr : (p % g).degree < (k : ℕ) := by
      rw [← hg]
      exact degree_mod_lt p hg0
    have hd : p / g * g = p - p % g := by
      linear_combination EuclideanDomain.mod_add_div p g
    have hk : ((k : ℕ) : WithBot ℕ) ≤ ((k * m + k : ℕ) : WithBot ℕ) := by
      exact_mod_cast Nat.le_add_left k (k * m)
    have hlt : (p / g * g).degree < ((k * m + k : ℕ) : WithBot ℕ) := by
      rw [hd]
      exact lt_of_le_of_lt (degree_sub_le _ _) (max_lt hp (lt_of_lt_of_le hr hk))
    obtain ⟨q, hq, hpq⟩ := ih (p / g) ((degree_mul_lt_iff hg _ _).mp hlt)
    refine ⟨(Fin.cons (p % g) q : Fin (m + 1) → K[X]), fun j => ?_, ?_⟩
    · refine Fin.cases ?_ (fun i => ?_) j
      · simpa using hr
      · simpa using hq i
    · have h2 : horner g (m + 1) (Fin.cons (p % g) q : Fin (m + 1) → K[X])
          = p % g + horner g m q * g := by
        simp [horner]
      rw [h2, ← hpq, hd]
      ring
```

The division needs the leading coefficient of g to be invertible, which a field guarantees for every nonzero g, monic or not. For T_2 = 2x² − 1 one has x² = 1/2 + (1/2) T_2, and no expansion with integer coefficients and digits of degree below 2 exists.

For uniqueness, let q_j and q′_j be two lists of digits with the same nested value, and write h and h′ for the recursions over the digits with j ≥ 1. From q_0 + h g = q′_0 + h′ g,

(h′ − h) g = q_0 − q′_0.

The right side has degree below k = 0 + k, so deg(h′ − h) < 0 and h′ = h. Then q_0 = q′_0, and the induction hypothesis applied to h = h′ settles the remaining digits. These steps are `e`, `hlt`, `hz`, `h0` and `ht`.

```lean
/-- For `g` of degree `k`, two Horner recursions in `g` with coefficient polynomials of degree
below `k` agree only if all coefficients agree. -/
theorem digits_unique (hg : g.degree = (k : ℕ)) (m : ℕ) :
    ∀ q q' : Fin m → K[X], (∀ j, (q j).degree < (k : ℕ)) → (∀ j, (q' j).degree < (k : ℕ)) →
      horner g m q = horner g m q' → q = q' := by
  induction m with
  | zero => intro q q' _ _ _; funext j; exact j.elim0
  | succ m ih =>
    intro q q' hq hq' h
    simp only [horner] at h
    -- the difference of the lowest digits is a multiple of `g` of degree below `k`
    have e : (horner g m (fun j => q' j.succ) - horner g m (fun j => q j.succ)) * g
        = q 0 - q' 0 := by linear_combination -h
    have hlt : ((horner g m (fun j => q' j.succ) - horner g m (fun j => q j.succ)) * g).degree
        < ((0 + k : ℕ) : WithBot ℕ) := by
      rw [e, zero_add]
      exact lt_of_le_of_lt (degree_sub_le _ _) (max_lt (hq 0) (hq' 0))
    have hz : horner g m (fun j => q' j.succ) - horner g m (fun j => q j.succ) = 0 := by
      have h1 := (degree_mul_lt_iff hg _ 0).mp hlt
      by_contra hne
      rw [degree_eq_natDegree hne] at h1
      have h2 := Nat.cast_lt.mp h1
      omega
    have h0 : q 0 = q' 0 := by
      rw [hz, zero_mul] at e
      exact sub_eq_zero.mp e.symm
    have ht := ih (fun j => q j.succ) (fun j => q' j.succ) (fun j => hq _) (fun j => hq' _)
      (sub_eq_zero.mp hz).symm
    funext j
    exact Fin.cases (motive := fun j => q j = q' j) h0 (fun i => congrFun ht i) j
```

The strict bound on the digits carries this argument. If degree k itself is allowed, then for k = 1, g = x and m = 2 the polynomial x has the two expansions x + 0 · g and 0 + 1 · g.

Conversely, every nested form with m digits has degree below km. In q_0 + h g the first term has degree below k ≤ km + k, and the second has degree below km + k because deg h < km by induction.

```lean
/-- For `g` of degree `k`, a Horner recursion in `g` with `m` coefficient polynomials of degree
below `k` has degree below `k m`. -/
theorem degree_horner_lt (hg : g.degree = (k : ℕ)) (m : ℕ) :
    ∀ q : Fin m → K[X], (∀ j, (q j).degree < (k : ℕ)) →
      (horner g m q).degree < ((k * m : ℕ) : WithBot ℕ) := by
  induction m with
  | zero =>
    intro q _
    rw [horner, degree_zero]
    exact WithBot.bot_lt_coe (k * 0)
  | succ m ih =>
    intro q hq
    have e : k * (m + 1) = k * m + k := by ring
    have hk : ((k : ℕ) : WithBot ℕ) ≤ ((k * m + k : ℕ) : WithBot ℕ) := by
      exact_mod_cast Nat.le_add_left k (k * m)
    rw [e, horner]
    exact lt_of_le_of_lt (degree_add_le _ _) (max_lt (lt_of_lt_of_le (hq 0) hk)
      ((degree_mul_lt_iff hg _ _).mpr (ih _ fun j => hq _)))
```

The three digit lemmas hold for any g of degree k over any field. Taking g = x^k gives the grouping in the monomial basis by the same argument, and any family of polynomials whose k-th member has degree k can supply the base.

## The Chebyshev base

To use g = T_k one needs deg T_n = n. The recursion reaches back two steps, so the induction carries the pair deg T_n = n, deg T_(n+1) = n + 1. Then 2x T_(n+1) has degree n + 2 (`h3`), which exceeds deg T_n = n (`h4`), and subtracting a polynomial of lower degree leaves the degree unchanged.

```lean
/-- The Chebyshev polynomial `T_n` has degree `n`. -/
theorem degree_cheb (n : ℕ) : (cheb n).degree = (n : ℕ) := by
  have key : ∀ n : ℕ, (cheb n).degree = (n : ℕ) ∧
      (cheb (n + 1)).degree = ((n + 1 : ℕ) : WithBot ℕ) := by
    intro n
    induction n with
    | zero => simp [cheb]
    | succ n ih =>
      obtain ⟨h1, h2⟩ := ih
      refine ⟨h2, ?_⟩
      have hr : cheb (n + 2) = 2 * X * cheb (n + 1) - cheb n := by
        unfold cheb; push_cast; exact Chebyshev.T_add_two ℝ n
      have h2C : (2 : ℝ[X]) = C 2 := by
        exact (map_ofNat C 2).symm
      have h3 : (2 * X * cheb (n + 1)).degree = ((n + 1 + 1 : ℕ) : WithBot ℕ) := by
        rw [degree_mul, degree_mul, degree_X, h2, h2C, degree_C two_ne_zero, zero_add,
          Nat.cast_add (n + 1) 1, Nat.cast_one]
        exact add_comm _ _
      have h4 : (cheb n).degree < (2 * X * cheb (n + 1)).degree := by
        rw [h3, h1]
        exact_mod_cast (by omega : n < n + 1 + 1)
      show (cheb (n + 2)).degree = _
      rw [hr, degree_sub_eq_left_of_degree_lt h4, h3]
  exact (key n).1
```

The main statement is an equivalence. For natural numbers k and m and a real polynomial p, deg p < km holds if and only if there is exactly one family q_0, …, q_(m−1) with

deg q_j < k for all j,  p = Σ_(j<m) q_j T_k^j.

The forward direction combines `exists_digits` with `digits_unique`, the backward direction is `degree_horner_lt`, and `horner_eq_sum` translates between nested form and sum.

```lean
/-- A real polynomial `p` has degree below `k m` exactly when it has a unique expansion
`p = ∑_{j<m} q_j T_k^j` with every `q_j` of degree below `k`. -/
theorem chebyshev_power_expansion (k m : ℕ) (p : ℝ[X]) :
    p.degree < ((k * m : ℕ) : WithBot ℕ) ↔
      ∃! q : Fin m → ℝ[X], (∀ j, (q j).degree < (k : ℕ)) ∧
        p = ∑ j : Fin m, q j * cheb k ^ (j : ℕ) := by
  constructor
  · intro hp
    obtain ⟨q, hq, h⟩ := exists_digits (degree_cheb k) m p hp
    refine ⟨q, ⟨hq, h.trans (horner_eq_sum _ m q)⟩, ?_⟩
    rintro q' ⟨hq', h'⟩
    exact digits_unique (degree_cheb k) m q' q hq' hq
      ((horner_eq_sum _ m q').trans (h'.symm.trans h))
  · rintro ⟨q, ⟨hq, h⟩, _⟩
    rw [h, ← horner_eq_sum]
    exact degree_horner_lt (degree_cheb k) m q hq
```

No condition k ≥ 1 or m ≥ 1 is imposed: if either is zero, both sides say p = 0. This depends on the use of `degree`. With `natDegree`, which assigns 0 to the zero polynomial, the left side would be false for p = 0 and m = 0 while the empty family is still a unique expansion. The bound is also strict, so a polynomial of degree d needs km ≥ d + 1; for k = m = 1 the polynomial x would have to equal a constant q_0.

## Evaluation at H

For H in an associative real algebra A with unit, `aeval H p` is p(H), and the map p ↦ p(H) respects sums, products and real multiples. Applying it to the recursion for T_(n+2) gives

T_(n+2)(H) = 2H T_(n+1)(H) − T_n(H),

which is the recursion defining `chebOp`, with the same starting values 1 and H. The induction again carries two consecutive indices.

```lean
/-- The three-term operator recursion produces the Chebyshev polynomial evaluated at `H`. -/
theorem chebOp_eq {A : Type*} [Ring A] [Algebra ℝ A] (H : A) (n : ℕ) :
    chebOp H n = aeval H (cheb n) := by
  have key : ∀ n : ℕ, chebOp H n = aeval H (cheb n) ∧
      chebOp H (n + 1) = aeval H (cheb (n + 1)) := by
    intro n
    induction n with
    | zero => simp [chebOp, cheb]
    | succ n ih =>
      obtain ⟨h1, h2⟩ := ih
      refine ⟨h2, ?_⟩
      have hr : cheb (n + 2) = 2 * X * cheb (n + 1) - cheb n := by
        unfold cheb; push_cast; exact Chebyshev.T_add_two ℝ n
      show chebOp H (n + 2) = aeval H (cheb (n + 2))
      rw [chebOp, hr, h1, h2]
      simp only [map_sub, map_mul, aeval_X, map_ofNat]
  exact (key n).1
```

Applying the same map to the expansion of p gives

p(H) = Σ_(j<m) q_j(H) T_k(H)^j = q_0(H) + (q_1(H) + ⋯ ) T_k(H).

In `paterson_stockmeyer` the family q is chosen before A and H are quantified, so one family serves every H.

```lean
/-- Paterson-Stockmeyer evaluation: for `p` of degree below `k m` there are `q_j` of degree
below `k` with `p = ∑_j q_j T_k^j`, and for every element `H` of a real algebra `p(H)` is the
Horner recursion in `T_k(H)` with coefficients `q_j(H)`. -/
theorem paterson_stockmeyer (k m : ℕ) (p : ℝ[X]) (hp : p.degree < ((k * m : ℕ) : WithBot ℕ)) :
    ∃ q : Fin m → ℝ[X], (∀ j, (q j).degree < (k : ℕ)) ∧
      p = ∑ j : Fin m, q j * cheb k ^ (j : ℕ) ∧
      ∀ (A : Type) [Ring A] [Algebra ℝ A] (H : A),
        aeval H p = horner (chebOp H k) m (fun j => aeval H (q j)) := by
  obtain ⟨q, ⟨hq, h⟩, _⟩ := (chebyshev_power_expansion k m p).mp hp
  refine ⟨q, hq, h, fun A _ _ H => ?_⟩
  rw [horner_eq_sum, chebOp_eq, h]
  simp only [map_sum, map_mul, map_pow]
```

The name Paterson–Stockmeyer usually refers to a saving in the number of matrix products. Reading off the formulas for k, m ≥ 1, k − 1 products suffice for T_2(H), …, T_k(H) and m − 1 for the nesting, but that count is an observation on the side, and the theorems are identities with no cost in them.

## The table of real numbers

It remains to write each q_j(H) through matrices already at hand. The polynomials T_0, …, T_(n−1) span those of degree below n. For deg q < n + 1, let α be the coefficient of x^n in q and β ≠ 0 that in T_n; then

q − (α/β) T_n

has degree below n, is a combination of T_0, …, T_(n−1) by induction, and α/β is appended as the last coefficient. This is `span`, with `hn` for β ≠ 0, `hlt` for the degree drop and `Fin.snoc` for appending. Applied with n = k to every q_j it gives real numbers c_ji, written `c j i`, with

q_j(H) = Σ_(i<k) c_ji T_i(H).

The final theorem says that for deg p < km there is such an m × k table, and that for every N and every N × N matrix H over F, the real or complex numbers (`RCLike F`), p(H) is the Horner recursion in T_k(H) with these combinations as coefficients. For p = T_3 and k = m = 2 the identity at the start supplies c_00 = c_10 = 0, c_01 = −1, c_11 = 2.

```lean
/-- For `p` of degree below `k m` there is an `m × k` table of real numbers `c_ji` such that for
every real or complex square matrix `H`, `p(H)` is the Horner recursion in `T_k(H)` with
coefficients `∑_{i<k} c_ji T_i(H)`. -/
theorem paterson_stockmeyer_matrix (k m : ℕ) (p : ℝ[X])
    (hp : p.degree < ((k * m : ℕ) : WithBot ℕ)) :
    ∃ c : Fin m → Fin k → ℝ, ∀ (F : Type) [RCLike F] (N : ℕ) (H : Matrix (Fin N) (Fin N) F),
      aeval H p = horner (chebOp H k) m (fun j => ∑ i : Fin k, c j i • chebOp H i) := by
  -- `T_0, …, T_{n-1}` span the polynomials of degree below `n`
  have span : ∀ (n : ℕ) (q : ℝ[X]), q.degree < (n : ℕ) →
      ∃ c : Fin n → ℝ, q = ∑ i : Fin n, c i • cheb i := by
    intro n
    induction n with
    | zero =>
      intro q hq
      refine ⟨fun i => i.elim0, ?_⟩
      rw [Fin.sum_univ_zero]
      ext r
      simpa using (degree_lt_iff_coeff_zero q 0).mp hq r (Nat.zero_le r)
    | succ n ih =>
      intro q hq
      have hn : (cheb n).coeff n ≠ 0 := coeff_ne_zero_of_eq_degree (degree_cheb n)
      have hlt : (q - (q.coeff n / (cheb n).coeff n) • cheb n).degree < (n : ℕ) := by
        refine (degree_lt_iff_coeff_zero _ n).mpr fun r hr => ?_
        rw [coeff_sub, coeff_smul, smul_eq_mul]
        rcases Nat.eq_or_lt_of_le hr with h | h
        · rw [← h, div_mul_cancel₀ _ hn, sub_self]
        · have h1 : q.coeff r = 0 := (degree_lt_iff_coeff_zero q (n + 1)).mp hq r h
          have h2 : (cheb n).coeff r = 0 :=
            coeff_eq_zero_of_degree_lt (by rw [degree_cheb]; exact_mod_cast h)
          rw [h1, h2, mul_zero, sub_self]
      obtain ⟨c, hc⟩ := ih _ hlt
      refine ⟨Fin.snoc (α := fun _ => ℝ) c (q.coeff n / (cheb n).coeff n), ?_⟩
      rw [Fin.sum_univ_castSucc]
      simp only [Fin.snoc_castSucc, Fin.snoc_last, Fin.val_last]
      exact sub_eq_iff_eq_add.mp hc
  obtain ⟨q, hq, _, h⟩ := paterson_stockmeyer k m p hp
  choose c hc using fun j => span k (q j) (hq j)
  refine ⟨c, fun F _ N H => ?_⟩
  have e : (fun j => aeval H (q j)) = fun j => ∑ i : Fin k, c j i • chebOp H i := by
    funext j
    rw [hc j]
    simp only [map_sum, map_smul, chebOp_eq]
  rw [← e]
  exact h _ H

end

end ChebyshevPatersonStockmeyer
```

```lean
#print axioms ChebyshevPatersonStockmeyer.paterson_stockmeyer_matrix
-- 'ChebyshevPatersonStockmeyer.paterson_stockmeyer_matrix' depends on axioms: [propext, Classical.choice, Quot.sound]
```

The matrix theorem states that a table exists and makes no claim of uniqueness. H is arbitrary: it need not be Hermitian and its spectrum need not lie in [−1, 1], conditions that play no part in these identities and matter for other questions, such as how well p(H) approximates the Fermi function of H or how large the matrices T_n(H) become. The quality of that approximation, rounding error, the size of the c_ji and the truncation of small matrix elements in sparse products are not treated; the arithmetic is exact and p is given.
